# One- and two-orbital energy differences fix the eigenvalues and hardness matrix of a quadratic occupation model

## One orbital, then two

Take a single orbital whose occupation is changed by a real number $n$, and suppose that the energy is quadratic in $n$:
$$E(n) = E_0 + e\,n + \tfrac12 H n^2 .$$
Here $E_0$ is the energy of the reference configuration, $e$ is the orbital eigenvalue and $H$ is the hardness, the rate at which the slope changes as the orbital fills. Write $\Delta(n) = E(n) - E(0)$ and choose a step $h \neq 0$. Then
$$\Delta(h) = he + \tfrac12 h^2 H, \qquad \Delta(-h) = -he + \tfrac12 h^2 H .$$
Half the difference is $he$ and the sum is $h^2H$, so the two energies determine both parameters.

A second orbital brings its own eigenvalue and hardness, found in the same way, and one new number: the coupling $H_{01}$ between orbitals $0$ and $1$. It appears only when both occupations change. Changing both by $h$ costs the two separate energies plus $h^2 H_{01}$, so one further energy difference determines it. Any finite number of orbitals works the same way, pair by pair.

## Matching energies instead of orbitals

An energy-consistent effective core potential is fitted to energy differences between electronic configurations, taken from a reference calculation. Suppose that the reference atom and the atom with the potential are both described by quadratic models on the same finite set of orbitals, with real occupations allowed. The result then says which energy differences are enough to make their eigenvalues and hardnesses agree.

The constants $E_0$ remain free. This suits the application, because an all-electron total energy contains core contributions that a valence-only energy lacks, and only differences are compared.

## The model and the claims in words

Let $\iota$ be a finite set of orbitals and $n$ a real vector of occupation changes. The energy is
$$E(n) = E_0 + e\cdot n + \tfrac12\, n^{\mathsf T} H n, \qquad H^{\mathsf T} = H .$$
Let $u_i$ be the vector with $1$ in orbital $i$ and $0$ elsewhere.

- **Gradient.** The energy is differentiable, with gradient $e + Hn$ at $n$, and hence $e$ at the reference.
- **Equivalence.** For $h \neq 0$, two models $M$ and $N$ have equal $\Delta$ at all $hu_i$, all $-hu_i$ and all $h(u_i+u_j)$ with $i \neq j$ exactly when their $e$ and $H$ coincide.
- **Error bounds.** If these energies agree only within $\varepsilon$, the eigenvalues differ by at most $\varepsilon/|h|$, the diagonal hardnesses by at most $2\varepsilon/h^2$ and the off-diagonal ones by at most $3\varepsilon/h^2$.
- **Need for pairs.** There are two-orbital models with different $H$ whose single-orbital energies agree at every step size.

In Lean, `OccupationModel ι` bundles `E0`, `e`, `H` and the symmetry condition `symm`. The functions `energy` and `excitation` are $E$ and $\Delta$, and `orb i` is $u_i$. The name `excitation` is meant broadly: for $h \neq 0$ every step in the equivalence changes the total number of electrons. Differences at fixed electron number could not determine $e$, since adding the same constant to all eigenvalues leaves them unchanged. The symbol `⬝ᵥ` is the dot product and `*ᵥ` applies a matrix to a vector. The gradient is expressed through `fderiv ℝ M.energy n v`, the derivative at $n$ in the direction $v$. The factor $\tfrac12$ in the energy makes $H$ the matrix of second derivatives.

Symmetry stands for the equality of mixed second derivatives: filling orbital $j$ shifts the slope for orbital $i$ as much as filling $i$ shifts the slope for $j$. An antisymmetric part of $H$ would not change any energy, so with two or more orbitals some condition must fix that part before energies can determine $H$. The step must be nonzero as soon as there is an orbital at all, since at $h=0$ every listed difference is zero.

Janak's theorem in Kohn–Sham theory identifies the derivative of the total energy with respect to an occupation with the eigenvalue of a self-consistent one-electron equation. In the present model there is no such equation: $e$ is a given coefficient, and the relation follows by differentiating a polynomial. The quadratic form itself is likewise assumed. Occupations are not restricted to physical values, and agreement of $e$ and $H$ does not guarantee that orbital shapes or scattering properties agree.

## From the expansion to the differences

Replace $n$ by $n + tv$, with $t$ real and $v$ any direction. The quadratic term produces two cross terms, $\tfrac t2\, n^{\mathsf T}Hv$ and $\tfrac t2\, v^{\mathsf T}Hn$. By symmetry both equal $\tfrac t2 (Hn)\cdot v$, so
$$E(n+tv) = E(n) + t\,(e+Hn)\cdot v + \tfrac{t^2}{2}\, v^{\mathsf T}Hv .$$
The derivative at $t=0$ is $(e+Hn)\cdot v$. Since $E$ is a polynomial in finitely many variables, it is differentiable, and its gradient is $e+Hn$.

Setting $n=0$ gives
$$\Delta(tv) = t\,e\cdot v + \tfrac{t^2}{2}\,v^{\mathsf T}Hv .$$
For $v=u_i$ this is $\Delta(tu_i) = te_i + \tfrac{t^2}{2}H_{ii}$. For $v=u_i+u_j$ the quadratic form is $H_{ii}+H_{jj}+2H_{ij}$, hence
$$\Delta(t(u_i+u_j)) = \Delta(tu_i)+\Delta(tu_j)+t^2H_{ij} .$$

Now let $\delta(n) = \Delta_M(n)-\Delta_N(n)$ be the mismatch between the two models. Subtracting the formulas for $M$ and $N$ gives
$$h\,(e^M_i-e^N_i) = \tfrac12\bigl[\delta(hu_i)-\delta(-hu_i)\bigr],$$
$$h^2(H^M_{ii}-H^N_{ii}) = \delta(hu_i)+\delta(-hu_i),$$
$$h^2(H^M_{ij}-H^N_{ij}) = \delta(h(u_i+u_j))-\delta(hu_i)-\delta(hu_j) \quad (i\neq j).$$
If every $|\delta|$ on the right is at most $\varepsilon$, the right-hand sides are bounded by $\varepsilon$, $2\varepsilon$ and $3\varepsilon$. Dividing by $|h|$ or $h^2$ gives the error bounds.

With $\varepsilon=0$ the eigenvalues and hardness matrices coincide. Conversely, $\Delta(tv)$ contains only $e$ and $H$, so equal parameters give equal energy differences.

For the need for pairs, take two orbitals with $e=0$, $H_{00}=H_{11}=0$ and $H_{01}=H_{10}=c$. Then $\Delta(tu_i)=0$ for every $t$ and both $i$, whatever $c$ is, while $\Delta(t(u_0+u_1))=t^2c$.

## Two orbitals with numbers

Let $h=\tfrac12$, and suppose that the energy differences, in some energy unit, are

| occupation change | $\Delta$ |
|---|---|
| $hu_0$ | $-0.200$ |
| $-hu_0$ | $0.300$ |
| $hu_1$ | $-0.125$ |
| $-hu_1$ | $0.175$ |
| $h(u_0+u_1)$ | $-0.300$ |

Half the differences, divided by $h$, give $e_0=-0.25/0.5=-0.5$ and $e_1=-0.15/0.5=-0.3$. The sums, divided by $h^2=0.25$, give $H_{00}=0.1/0.25=0.4$ and $H_{11}=0.05/0.25=0.2$. The coupling is
$$H_{01} = \frac{-0.300+0.200+0.125}{0.25} = 0.1 .$$

If a second model reproduces the five energies within $\varepsilon=0.001$, its eigenvalues are within $0.002$ of these, its diagonal hardnesses within $0.008$ and its coupling within $0.012$. As $h\to0$ at fixed $\varepsilon$ the bounds grow without limit, and those on the hardnesses grow faster.

## The Lean file

```lean
import Mathlib

open Matrix

namespace EnergyConsistentPotentials

noncomputable section

/-- A quadratic occupation model: a reference energy, orbital eigenvalues and a symmetric
hardness matrix. -/
structure OccupationModel (ι : Type*) where
  E0 : ℝ
  e : ι → ℝ
  H : Matrix ι ι ℝ
  symm : H.IsSymm

variable {ι : Type*} [Fintype ι]

/-- The energy `E0 + ⟨e, n⟩ + nᵀ H n / 2` at the occupation changes `n`. -/
def OccupationModel.energy (M : OccupationModel ι) (n : ι → ℝ) : ℝ :=
  M.E0 + M.e ⬝ᵥ n + (n ⬝ᵥ M.H *ᵥ n) / 2

/-- The excitation energy: the energy at `n` relative to the reference `n = 0`. -/
def OccupationModel.excitation (M : OccupationModel ι) (n : ι → ℝ) : ℝ :=
  M.energy n - M.energy 0

/-- Along a line of occupations the energy is a quadratic polynomial, with slope given by
`e + H n` and curvature given by the hardness matrix. -/
theorem energy_add_smul (M : OccupationModel ι) (n v : ι → ℝ) (t : ℝ) :
    M.energy (n + t • v) =
      M.energy n + t * ((M.e + M.H *ᵥ n) ⬝ᵥ v) + t ^ 2 / 2 * (v ⬝ᵥ M.H *ᵥ v) := by
  -- symmetry of the hardness makes the two cross terms equal
  have hs : n ⬝ᵥ M.H *ᵥ v = (M.H *ᵥ n) ⬝ᵥ v := by
    rw [Matrix.dotProduct_mulVec, ← Matrix.mulVec_transpose, M.symm.eq]
  have hc : v ⬝ᵥ M.H *ᵥ n = (M.H *ᵥ n) ⬝ᵥ v := dotProduct_comm _ _
  simp only [OccupationModel.energy, Matrix.mulVec_add, Matrix.mulVec_smul, dotProduct_add,
    add_dotProduct, dotProduct_smul, smul_dotProduct, smul_eq_mul]
  linear_combination (t / 2) * hs + (t / 2) * hc

/-- The energy is differentiable in the occupations, and its gradient at `n` is `e + H n`. -/
theorem energy_gradient (M : OccupationModel ι) :
    Differentiable ℝ M.energy ∧
      ∀ n v, fderiv ℝ M.energy n v = (M.e + M.H *ᵥ n) ⬝ᵥ v := by
  have hd : Differentiable ℝ M.energy := by
    unfold OccupationModel.energy dotProduct Matrix.mulVec dotProduct
    fun_prop
  refine ⟨hd, fun n v => ?_⟩
  -- compare the derivative along a line with that of the quadratic polynomial
  have h1 : HasDerivAt (fun t : ℝ => M.energy (n + t • v)) (fderiv ℝ M.energy n v) 0 :=
    (hd n).hasFDerivAt.hasLineDerivAt v
  have h2 : HasDerivAt (fun t : ℝ => M.energy (n + t • v)) ((M.e + M.H *ᵥ n) ⬝ᵥ v) 0 := by
    rw [funext (energy_add_smul M n v)]
    have h := (((hasDerivAt_id' (0 : ℝ)).mul_const ((M.e + M.H *ᵥ n) ⬝ᵥ v)).const_add
      (M.energy n)).fun_add
      ((((hasDerivAt_id' (0 : ℝ)).fun_pow 2).div_const 2).mul_const (v ⬝ᵥ M.H *ᵥ v))
    refine h.congr_deriv ?_
    simp
  exact h1.unique h2

/-- Janak's relation for the quadratic model: the gradient of the energy at the reference
occupation is the vector of orbital eigenvalues. -/
theorem janak (M : OccupationModel ι) (v : ι → ℝ) :
    fderiv ℝ M.energy 0 v = M.e ⬝ᵥ v := by
  rw [(energy_gradient M).2, Matrix.mulVec_zero, add_zero]

/-- The excitation energy for a step `t` along `v` has a linear eigenvalue part and a
quadratic hardness part. -/
theorem excitation_smul (M : OccupationModel ι) (v : ι → ℝ) (t : ℝ) :
    M.excitation (t • v) = t * (M.e ⬝ᵥ v) + t ^ 2 / 2 * (v ⬝ᵥ M.H *ᵥ v) := by
  have h := energy_add_smul M 0 v t
  simp only [zero_add, Matrix.mulVec_zero, add_zero] at h
  rw [OccupationModel.excitation, h]
  ring

variable [DecidableEq ι]

/-- The occupation change that adds one electron to orbital `i` and leaves the others as they are.
-/
def orb (i : ι) : ι → ℝ := Pi.single i 1

/-- Changing the occupation of orbital `i` by `t` costs `t e_i + t² H_ii / 2`. -/
theorem excitation_single (M : OccupationModel ι) (i : ι) (t : ℝ) :
    M.excitation (t • orb i) = t * M.e i + t ^ 2 / 2 * M.H i i := by
  have h1 : M.e ⬝ᵥ orb i = M.e i := by simp [orb]
  have h2 : orb i ⬝ᵥ M.H *ᵥ orb i = M.H i i := by simp [orb]
  rw [excitation_smul, h1, h2]

/-- Changing two occupations together by `t` costs the sum of the separate excitation
energies plus the coupling `t² H_ij`. -/
theorem excitation_pair (M : OccupationModel ι) (i j : ι) (t : ℝ) :
    M.excitation (t • (orb i + orb j)) =
      M.excitation (t • orb i) + M.excitation (t • orb j) + t ^ 2 * M.H i j := by
  have h1 : ∀ k, M.e ⬝ᵥ orb k = M.e k := fun k => by simp [orb]
  have h2 : ∀ k l, orb k ⬝ᵥ M.H *ᵥ orb l = M.H k l := fun k l => by simp [orb]
  have hs : M.H j i = M.H i j := M.symm.apply i j
  rw [excitation_single, excitation_single, excitation_smul]
  simp only [Matrix.mulVec_add, dotProduct_add, add_dotProduct, h1, h2, hs]
  ring

/-- Let `h` be nonzero. If two models agree within `ε` on the one-orbital excitation energies at
both steps `h` and `-h`, and on the two-orbital excitation energies at step `h`, then their
eigenvalues differ by at most `ε/|h|`, their diagonal hardnesses by at most `2ε/h²` and their
off-diagonal hardnesses by at most `3ε/h²`. -/
theorem parameter_error (M N : OccupationModel ι) {h ε : ℝ} (hh : h ≠ 0)
    (h1 : ∀ i, |M.excitation (h • orb i) - N.excitation (h • orb i)| ≤ ε)
    (h2 : ∀ i, |M.excitation ((-h) • orb i) - N.excitation ((-h) • orb i)| ≤ ε)
    (h3 : ∀ i j, i ≠ j →
      |M.excitation (h • (orb i + orb j)) - N.excitation (h • (orb i + orb j))| ≤ ε) :
    (∀ i, |M.e i - N.e i| ≤ ε / |h|) ∧
    (∀ i, |M.H i i - N.H i i| ≤ 2 * ε / h ^ 2) ∧
    (∀ i j, i ≠ j → |M.H i j - N.H i j| ≤ 3 * ε / h ^ 2) := by
  have hp : 0 < h ^ 2 := by positivity
  refine ⟨fun i => ?_, fun i => ?_, fun i j hij => ?_⟩
  · -- central difference
    have a := abs_le.1 (h1 i)
    have b := abs_le.1 (h2 i)
    simp only [excitation_single] at a b
    rw [le_div_iff₀ (abs_pos.2 hh), ← abs_mul, abs_le]
    constructor <;> linarith [a.1, a.2, b.1, b.2]
  · -- second difference
    have a := abs_le.1 (h1 i)
    have b := abs_le.1 (h2 i)
    simp only [excitation_single] at a b
    rw [le_div_iff₀ hp, ← abs_of_pos hp, ← abs_mul, abs_le]
    constructor <;> linarith [a.1, a.2, b.1, b.2]
  · -- mixed difference
    have a := abs_le.1 (h1 i)
    have b := abs_le.1 (h1 j)
    have c := abs_le.1 (h3 i j hij)
    simp only [excitation_pair] at c
    rw [le_div_iff₀ hp, ← abs_of_pos hp, ← abs_mul, abs_le]
    constructor <;> linarith [a.1, a.2, b.1, b.2, c.1, c.2]

/-- For a nonzero step `h`, two models have the same excitation energies at `h • orb i`,
`(-h) • orb i` and `h • (orb i + orb j)` for all `i` and all `j ≠ i` exactly when their eigenvalues
and hardness matrices coincide. -/
theorem energy_consistent_iff (M N : OccupationModel ι) {h : ℝ} (hh : h ≠ 0) :
    ((∀ i, M.excitation (h • orb i) = N.excitation (h • orb i)) ∧
      (∀ i, M.excitation ((-h) • orb i) = N.excitation ((-h) • orb i)) ∧
      (∀ i j, i ≠ j →
        M.excitation (h • (orb i + orb j)) = N.excitation (h • (orb i + orb j)))) ↔
    M.e = N.e ∧ M.H = N.H := by
  constructor
  · rintro ⟨h1, h2, h3⟩
    -- exact agreement is the error bound with zero tolerance
    obtain ⟨he, hd, ho⟩ := parameter_error M N (ε := 0) hh
      (fun i => abs_nonpos_iff.2 (sub_eq_zero.2 (h1 i)))
      (fun i => abs_nonpos_iff.2 (sub_eq_zero.2 (h2 i)))
      (fun i j hij => abs_nonpos_iff.2 (sub_eq_zero.2 (h3 i j hij)))
    refine ⟨funext fun i => by simpa [sub_eq_zero] using he i, ?_⟩
    ext i j
    by_cases hij : i = j
    · subst hij
      simpa [sub_eq_zero] using hd i
    · simpa [sub_eq_zero] using ho i j hij
  · rintro ⟨he, hH⟩
    have key : ∀ (t : ℝ) (v : ι → ℝ), M.excitation (t • v) = N.excitation (t • v) := by
      intro t v
      rw [excitation_smul, excitation_smul, he, hH]
    exact ⟨fun i => key _ _, fun i => key _ _, fun i j _ => key _ _⟩

/-- Two orbitals with zero eigenvalues and zero diagonal hardness, coupled by the off-diagonal
hardness `c`. -/
def coupled (c : ℝ) : OccupationModel (Fin 2) where
  E0 := 0
  e := 0
  H := !![0, c; c, 0]
  symm := Matrix.IsSymm.ext fun i j => by fin_cases i <;> fin_cases j <;> rfl

/-- Single-orbital data do not suffice: coupled models with different `c` and `d` agree on all
single-orbital excitation energies, at every step, yet have different hardness matrices. -/
theorem pair_data_needed {c d : ℝ} (hcd : c ≠ d) :
    (∀ (t : ℝ) (i : Fin 2),
      (coupled c).excitation (t • orb i) = (coupled d).excitation (t • orb i)) ∧
    (coupled c).H ≠ (coupled d).H := by
  constructor
  · intro t i
    rw [excitation_single, excitation_single]
    fin_cases i <;> simp [coupled]
  · intro hH
    have h01 := congrArg (fun A : Matrix (Fin 2) (Fin 2) ℝ => A 0 1) hH
    exact hcd (by simpa [coupled] using h01)

end

end EnergyConsistentPotentials
```

```lean
#print axioms EnergyConsistentPotentials.janak
-- 'EnergyConsistentPotentials.janak' depends on axioms: [propext, Classical.choice, Quot.sound]
#print axioms EnergyConsistentPotentials.energy_consistent_iff
-- 'EnergyConsistentPotentials.energy_consistent_iff' depends on axioms: [propext, Classical.choice, Quot.sound]
#print axioms EnergyConsistentPotentials.pair_data_needed
-- 'EnergyConsistentPotentials.pair_data_needed' depends on axioms: [propext, Classical.choice, Quot.sound]
```

## Expansion and gradient in Lean

`energy_add_smul` is the expansion along a line. The auxiliary equations `hs` and `hc` identify the two cross terms with $(Hn)\cdot v$; the first uses `M.symm.eq`, the second only the commutativity of the dot product. After `simp only` has multiplied out the energy, `linear_combination` adds the two equations with weight $t/2$ each, as in the derivation above.

In `energy_gradient`, `fun_prop` proves differentiability once the energy is unfolded into finite sums. The derivative of $t\mapsto E(n+tv)$ at $0$ is then computed twice. In `h1` it is the Fréchet derivative applied to $v$; in `h2` it is the linear coefficient of the polynomial. A function has only one derivative at a point, so `h1.unique h2` equates them. `janak` is the case $n=0$.

## Differences and the equivalence in Lean

`excitation_smul` puts $n=0$ into the expansion. `excitation_single` and `excitation_pair` then evaluate the dot products and matrix elements for the vectors `orb i`. The pair formula uses symmetry once more, to merge $H_{ij}$ and $H_{ji}$ into the coupling $t^2H_{ij}$.

`parameter_error` has three parts, for the central, second and mixed differences. In each, `le_div_iff₀` moves the denominator to the other side, and `abs_mul` brings it inside the absolute value. Then `abs_le` turns the bound into two inequalities. What remains is linear in products such as $he_i$ and $h^2H_{ij}$, and `linarith` finds the combinations of mismatches written out above.

`energy_consistent_iff` obtains its forward direction from `parameter_error` with `ε := 0`. The matrices are compared entry by entry, with `by_cases` separating the diagonal from the off-diagonal entries. With one orbital the condition on pairs is empty, and the first two conditions suffice. For the converse, `key` rewrites `excitation_smul` with the equal parameters, for every step and direction.

The models with coupling $c$ are defined by `coupled`. In `pair_data_needed`, `excitation_single` reduces the energies to eigenvalues and diagonal hardnesses, all of which are zero. If the two hardness matrices were equal, their entries at position $(0,1)$ would give $c=d$, against the hypothesis `hcd`.
